# With H = (ab + ba)/2, the oscillator equations of motion hold exactly when ab − ba − 1 anticommutes with a and b

If I find that two ladder operators a and b evolve like those of a harmonic oscillator, and conclude that ab − ba = 1, I may give the system the wrong zero-point energy. The value 1/2 comes from the commutator, and I have only checked the time evolution.

In units with ħ = ω = 1, I take the symmetrised Hamiltonian H = (ab + ba)/2 and the equations of motion

Ha − aH = −a
Hb − bH = b

The canonical commutator implies both. I believe that the converse fails, and that the exact condition is that K = ab − ba − 1 anticommutes with a and with b. Can this be made rigorous and machine-checked, together with a concrete non-canonical pair that satisfies both equations?

## The equations of motion allow any K that anticommutes with a and b

Yes. The equivalence is a short calculation in which the order of the factors is kept throughout, and an oscillator whose commutator depends on the parity of the level supplies the non-canonical pair.

### Each equation fails by half an anticommutator

Expand the commutator of H with a. The two terms aba cancel:

Ha − aH = (aba + baa − aab − aba)/2 = (baa − aab)/2

Now expand the anticommutator of K with a:

Ka + aK = (aba − baa − a) + (aab − aba − a) = aab − baa − 2a

Comparing the two lines gives

Ha − aH = −a − (Ka + aK)/2

For b the same steps read

Hb − bH = (abb + bab − bab − bba)/2 = (abb − bba)/2
Kb + bK = (abb − bab − b) + (bab − bba − b) = abb − bba − 2b

and therefore

Hb − bH = b + (Kb + bK)/2

The first equation of motion thus holds exactly when (Ka + aK)/2 = 0, and the second exactly when (Kb + bK)/2 = 0. Multiplying by 2 removes the factor 1/2, which proves the equivalence.

### K commutes with H, and for a ≠ 0 a rational commutator must be 1

Suppose that both equations of motion hold, so that Ka = −aK and Kb = −bK. Moving K through a product of two ladder operators produces two signs, which cancel:

Kab = −aKb = abK
Kba = −bKa = baK

Adding these and halving gives KH = HK, so K is conserved under the evolution generated by H. In the same way

KKa = −KaK = aKK
KKb = −KbK = bKK

so K² commutes with both ladder operators.

If the commutator is a plain rational number, ab − ba = c, then K = c − 1 and

(Ka + aK)/2 = (c − 1)a

For a ≠ 0 this vanishes only when c = 1. In an algebra with real or complex scalars, the same calculation excludes every real or complex c ≠ 1; the Lean theorem states the rational case. A non-canonical solution with a ≠ 0 therefore needs a commutator that is not a numerical multiple of the identity.

### An oscillator whose commutator alternates with the level

Let f(n) be the amplitude of number state n, for n = 0, 1, 2, …, and choose a real number ν ≥ −1. Define the squared ladder coefficients

λ(n) = n + ν(1 − (−1)ⁿ)/2

which equal n for even n and n + ν for odd n. The parameter ν is the strength of a parity-dependent term in the commutator, and ν = 0 is the ordinary oscillator. The bound ν ≥ −1 keeps every λ(n) nonnegative, since the smallest odd level has λ(1) = 1 + ν. The operators act by

(af)(n) = √λ(n+1) f(n+1)
(bf)(n) = √λ(n) f(n−1) for n ≥ 1, and (bf)(0) = 0

Applying them in succession gives

(abf)(n) = λ(n+1) f(n)
(baf)(n) = λ(n) f(n)

where the second line also holds at n = 0, because λ(0) = 0. Neighbouring coefficients differ by

λ(n+1) − λ(n) = 1 + ν((−1)ⁿ − (−1)ⁿ⁺¹)/2 = 1 + ν(−1)ⁿ

and so

(Kf)(n) = ν(−1)ⁿ f(n)

Each ladder operator changes the level by one and so reverses this sign. For a, explicitly,

(Kaf)(n) + (aKf)(n) = ν((−1)ⁿ + (−1)ⁿ⁺¹) √λ(n+1) f(n+1) = 0

For b and n ≥ 1,

(Kbf)(n) + (bKf)(n) = ν((−1)ⁿ + (−1)ⁿ⁻¹) √λ(n) f(n−1) = 0

and at n = 0 both terms vanish. Both equations of motion hold, while K ≠ 0 whenever ν ≠ 0.

The zero-point energy can be read off from the same products. On level n, H multiplies the amplitude by (λ(n+1) + λ(n))/2 = n + (1 + ν)/2, so the spacing is still 1 but the lowest value is (1 + ν)/2. This spectrum is a consequence drawn here in prose; the file has no theorem about it.

### What the Lean statements say

`A` is a ring with an `Algebra ℚ A` structure: an associative algebra with unit in which multiplication by 1/2 makes sense. The elements `a` and `b` are arbitrary, and `b` is not assumed to be the adjoint of `a`. `ham a b` is H and `defect a b` is K. Commutators and anticommutators are written out as products.

- `equations_of_motion_iff` is the equivalence. It concerns the pair of equations on one side and the pair of anticommutation conditions on the other.
- `ham_comm_lower` and `ham_comm_raise` are the two identities behind it, and hold without any assumption on `a` and `b`.
- `defect_conserved` assumes both equations of motion and concludes that K commutes with H and K² with both ladder operators.
- `scalar_commutator_iff` assumes `a ≠ 0` and a commutator equal to the rational number `c` times the identity. It concerns the equation for `a` alone.

For the example, `level ν n` is λ(n), and `lower ν` and `raise ν` are a and b. They belong to `Module.End ℝ (ℕ → ℝ)`, the linear maps on all real sequences, where multiplication is composition. The code writes `f (n - 1)` even at n = 0, where subtraction of natural numbers returns 0; the vanishing coefficient √λ(0) makes that value irrelevant.

`lower_raise_transpose` says that the matrix element of `lower ν` from level `n` to level `m` equals that of `raise ν` from `m` to `n`. This is the real-matrix form of the usual adjoint relation. `deformed_oscillator_witness` states that for ν ≥ −1 and ν ≠ 0 both equations of motion hold and the commutator differs from 1.

The sequences need not be square-summable, and there is no inner product, so self-adjointness and operator domains are not treated. The algebraic theorems apply to unbounded operators once these are restricted to a common domain that a and b map into itself. For a single mode with this symmetrised Hamiltonian, the practical consequence is that checking the evolution of the ladder operators does not replace checking their commutator.

```lean
import Mathlib

noncomputable section

namespace DeformedOscillator

variable {A : Type*} [Ring A] [Algebra ℚ A]

/-- The symmetrised oscillator Hamiltonian `H = (ab + ba)/2`. -/
def ham (a b : A) : A := (1 / 2 : ℚ) • (a * b + b * a)

/-- The deviation `K = ab - ba - 1` from the canonical commutation relation. -/
def defect {A : Type*} [Ring A] (a b : A) : A := a * b - b * a - 1

/-- The commutator of `H` with `a` is `-a` minus half the anticommutator of `K` with `a`. -/
theorem ham_comm_lower (a b : A) :
    ham a b * a - a * ham a b
      = -a - (1 / 2 : ℚ) • (defect a b * a + a * defect a b) := by
  simp only [ham, defect, smul_mul_assoc, mul_smul_comm, add_mul, mul_add, sub_mul,
    mul_sub, one_mul, mul_one, mul_assoc]
  module

/-- The commutator of `H` with `b` is `b` plus half the anticommutator of `K` with `b`. -/
theorem ham_comm_raise (a b : A) :
    ham a b * b - b * ham a b
      = b + (1 / 2 : ℚ) • (defect a b * b + b * defect a b) := by
  simp only [ham, defect, smul_mul_assoc, mul_smul_comm, add_mul, mul_add, sub_mul,
    mul_sub, one_mul, mul_one, mul_assoc]
  module

/-- The oscillator equations of motion for `a` and `b` hold together if and only if
`K = ab - ba - 1` anticommutes with both `a` and `b`. -/
theorem equations_of_motion_iff (a b : A) :
    (ham a b * a - a * ham a b = -a ∧ ham a b * b - b * ham a b = b) ↔
      (defect a b * a + a * defect a b = 0 ∧ defect a b * b + b * defect a b = 0) := by
  have h2 : (1 / 2 : ℚ) ≠ 0 := by norm_num
  rw [ham_comm_lower, ham_comm_raise, sub_eq_self, add_eq_left]
  simp only [smul_eq_zero, h2, false_or]

/-- Under the equations of motion, `K` commutes with the Hamiltonian, and `K²` commutes
with both ladder operators. -/
theorem defect_conserved (a b : A)
    (h : ham a b * a - a * ham a b = -a ∧ ham a b * b - b * ham a b = b) :
    defect a b * ham a b = ham a b * defect a b ∧
      defect a b * defect a b * a = a * (defect a b * defect a b) ∧
      defect a b * defect a b * b = b * (defect a b * defect a b) := by
  obtain ⟨ha, hb⟩ := (equations_of_motion_iff a b).1 h
  generalize defect a b = K at ha hb ⊢
  -- moving `K` through two ladder operators produces two signs, which cancel
  have h1 : K * (a * b) = a * b * K := by
    linear_combination (norm := noncomm_ring) ha * b - a * hb
  have h2 : K * (b * a) = b * a * K := by
    linear_combination (norm := noncomm_ring) hb * a - b * ha
  refine ⟨?_, ?_, ?_⟩
  · rw [ham, mul_smul_comm, smul_mul_assoc, mul_add, add_mul, h1, h2]
  · linear_combination (norm := noncomm_ring) K * ha - ha * K
  · linear_combination (norm := noncomm_ring) K * hb - hb * K

/-- If the commutator of `a ≠ 0` with `b` is a rational number `c`, the equation of motion
for `a` holds exactly when `c = 1`. -/
theorem scalar_commutator_iff (a b : A) (c : ℚ) (ha : a ≠ 0)
    (h : a * b - b * a = c • (1 : A)) :
    ham a b * a - a * ham a b = -a ↔ c = 1 := by
  have key : (1 / 2 : ℚ) • (defect a b * a + a * defect a b) = (c - 1) • a := by
    rw [defect, h, sub_mul, mul_sub, smul_mul_assoc, mul_smul_comm, one_mul, mul_one]
    module
  rw [ham_comm_lower, sub_eq_self, key, smul_eq_zero]
  simp [ha, sub_eq_zero]

/-- Squared ladder coefficient of level `n`: it is `n` for even `n` and `n + ν` for odd `n`. -/
def level (ν : ℝ) (n : ℕ) : ℝ := n + ν * (1 - (-1) ^ n) / 2

/-- The deformed lowering operator, acting on sequences of number-state amplitudes. -/
def lower (ν : ℝ) : Module.End ℝ (ℕ → ℝ) where
  toFun f n := √(level ν (n + 1)) * f (n + 1)
  map_add' f g := by
    funext n
    simp only [Pi.add_apply]
    ring
  map_smul' c f := by
    funext n
    simp only [Pi.smul_apply, smul_eq_mul, RingHom.id_apply]
    ring

/-- The deformed raising operator; the coefficient of level zero vanishes. -/
def raise (ν : ℝ) : Module.End ℝ (ℕ → ℝ) where
  toFun f n := √(level ν n) * f (n - 1)
  map_add' f g := by
    funext n
    simp only [Pi.add_apply]
    ring
  map_smul' c f := by
    funext n
    simp only [Pi.smul_apply, smul_eq_mul, RingHom.id_apply]
    ring

/-- The squared ladder coefficients are nonnegative for `ν ≥ -1`. -/
theorem level_nonneg {ν : ℝ} (hν : -1 ≤ ν) (n : ℕ) : 0 ≤ level ν n := by
  rcases Nat.even_or_odd n with h | h
  · simp [level, h.neg_one_pow]
  · have h1 : (1 : ℝ) ≤ n := by exact_mod_cast h.pos
    rw [level, h.neg_one_pow]
    linarith

/-- In the number basis the matrices of the deformed lowering and raising operators are
transposes of each other. -/
theorem lower_raise_transpose (ν : ℝ) (m n : ℕ) :
    lower ν (Pi.single n 1) m = raise ν (Pi.single m 1) n := by
  change √(level ν (m + 1)) * (Pi.single n 1 : ℕ → ℝ) (m + 1)
    = √(level ν n) * (Pi.single m 1 : ℕ → ℝ) (n - 1)
  cases n with
  | zero => simp [level, Pi.single_apply]
  | succ k =>
    by_cases h : m = k
    · subst h
      simp
    · simp [h, Ne.symm h]

/-- For the deformed oscillator with `ν ≥ -1`, `K` multiplies the amplitude of level `n` by `ν
(-1)^n`. -/
theorem defect_apply {ν : ℝ} (hν : -1 ≤ ν) (f : ℕ → ℝ) (n : ℕ) :
    defect (lower ν) (raise ν) f n = ν * (-1) ^ n * f n := by
  cases n with
  | zero =>
    change √(level ν (0 + 1)) * (√(level ν (0 + 1)) * f 0)
      - √(level ν 0) * (√(level ν (0 + 1)) * f (0 + 1)) - f 0 = ν * (-1) ^ 0 * f 0
    have h0 : level ν 0 = 0 := by simp [level]
    have h1 := Real.mul_self_sqrt (level_nonneg hν (0 + 1))
    have h2 : level ν (0 + 1) = 1 + ν := by
      unfold level
      push_cast
      ring
    rw [h0, Real.sqrt_zero]
    linear_combination f 0 * h1 + f 0 * h2
  | succ n =>
    change √(level ν (n + 1 + 1)) * (√(level ν (n + 1 + 1)) * f (n + 1))
      - √(level ν (n + 1)) * (√(level ν (n + 1)) * f (n + 1)) - f (n + 1)
      = ν * (-1) ^ (n + 1) * f (n + 1)
    have h1 := Real.mul_self_sqrt (level_nonneg hν (n + 1 + 1))
    have h2 := Real.mul_self_sqrt (level_nonneg hν (n + 1))
    -- neighbouring squared ladder coefficients differ by one plus an alternating term
    have h3 : level ν (n + 1 + 1) - level ν (n + 1) = 1 + ν * (-1) ^ (n + 1) := by
      unfold level
      push_cast
      ring
    linear_combination f (n + 1) * h1 - f (n + 1) * h2 + f (n + 1) * h3

/-- For `ν ≥ -1` and `ν ≠ 0` the deformed ladder operators satisfy both oscillator equations
of motion, but their commutator is not the identity. -/
theorem deformed_oscillator_witness {ν : ℝ} (hν : -1 ≤ ν) (hne : ν ≠ 0) :
    (ham (lower ν) (raise ν) * lower ν - lower ν * ham (lower ν) (raise ν) = -lower ν ∧
      ham (lower ν) (raise ν) * raise ν - raise ν * ham (lower ν) (raise ν) = raise ν) ∧
      lower ν * raise ν - raise ν * lower ν ≠ 1 := by
  refine ⟨(equations_of_motion_iff _ _).2 ⟨?_, ?_⟩, ?_⟩
  · refine LinearMap.ext fun f => funext fun n => ?_
    change defect (lower ν) (raise ν) (lower ν f) n
      + √(level ν (n + 1)) * defect (lower ν) (raise ν) f (n + 1) = 0
    rw [defect_apply hν, defect_apply hν]
    change ν * (-1) ^ n * (√(level ν (n + 1)) * f (n + 1))
      + √(level ν (n + 1)) * (ν * (-1) ^ (n + 1) * f (n + 1)) = 0
    ring
  · refine LinearMap.ext fun f => funext fun n => ?_
    change defect (lower ν) (raise ν) (raise ν f) n
      + √(level ν n) * defect (lower ν) (raise ν) f (n - 1) = 0
    rw [defect_apply hν, defect_apply hν]
    cases n with
    | zero =>
      have h0 : level ν 0 = 0 := by simp [level]
      change ν * (-1) ^ 0 * (√(level ν 0) * f 0)
        + √(level ν 0) * (ν * (-1) ^ 0 * f 0) = 0
      rw [h0, Real.sqrt_zero]
      ring
    | succ k =>
      change ν * (-1) ^ (k + 1) * (√(level ν (k + 1)) * f k)
        + √(level ν (k + 1)) * (ν * (-1) ^ k * f k) = 0
      ring
  · -- a canonical commutator would make `K` zero, but `K` multiplies the amplitude of level 0 by `ν`
    intro h
    have h1 := defect_apply hν (fun _ => 1) 0
    rw [defect, h, sub_self] at h1
    exact hne (by simpa using h1.symm)

end DeformedOscillator
```

```lean
#print axioms DeformedOscillator.equations_of_motion_iff
#print axioms DeformedOscillator.defect_conserved
#print axioms DeformedOscillator.scalar_commutator_iff
#print axioms DeformedOscillator.lower_raise_transpose
```

```
'DeformedOscillator.equations_of_motion_iff' depends on axioms: [propext, Classical.choice, Quot.sound]
'DeformedOscillator.defect_conserved' depends on axioms: [propext, Classical.choice, Quot.sound]
'DeformedOscillator.scalar_commutator_iff' depends on axioms: [propext, Classical.choice, Quot.sound]
'DeformedOscillator.lower_raise_transpose' depends on axioms: [propext, Classical.choice, Quot.sound]
```

### How the proofs follow the calculation

In `ham_comm_lower` and `ham_comm_raise`, `simp only` unfolds H and K and multiplies out every product without reordering factors. What remains is an equality between rational linear combinations of words such as aab and baa, and `module` compares the coefficients. This is the expansion above, including the cancellation of aba or bab.

`equations_of_motion_iff` rewrites both commutators with these identities. The lemma `sub_eq_self` turns −a − x = −a into x = 0, and `add_eq_left` does the same for b + x = b. The fact `h2`, that 1/2 is nonzero, then removes the prefactor.

`defect_conserved` first converts the equations of motion into anticommutation relations. The step `generalize` replaces K by an arbitrary element with those relations, so the argument no longer uses the formula for K. The combination `ha * b - a * hb` is the passage of K through ab:

(Ka + aK)b − a(Kb + bK) = Kab − abK

The statement `h2` in this proof treats ba in the same way, and the two together give the commutation with H. The combination `K * ha - ha * K` leaves KKa − aKK, and its analogue with `hb` settles b. The tactic `noncomm_ring` verifies these identities with the factors in order.

In `scalar_commutator_iff`, the step `key` computes half the anticommutator as (c − 1)a. Since a ≠ 0, its vanishing is equivalent to c = 1.

For the explicit oscillator, `level_nonneg` separates even from odd levels and uses n ≥ 1 in the odd case. `defect_apply` then computes K on an arbitrary sequence. The nonnegativity allows each product of equal square roots to be replaced by λ(n), and the difference of neighbouring coefficients gives the alternating term. Level 0 is handled separately because no level lies below it. `lower_raise_transpose` compares the two matrix elements on unit sequences, again with level 0 apart.

`deformed_oscillator_witness` uses the equivalence from right to left, so it only has to show that K anticommutes with each ladder operator. It applies both sides to a sequence `f` at a level `n`, inserts the formula for K twice, and lets `ring` cancel the opposite signs. For the last claim it supposes that the commutator is 1, which makes K zero. Evaluating K on the constant sequence 1 at level 0 gives ν, so ν would have to be 0, against the hypothesis.
